# Commuting nilpotent excitations with [F, τ_m] = D_m τ_m give exp(−T) F exp(T) = F + Σ D_m t_m τ_m for T = Σ t_m τ_m

## Does the Fock operator contribute only D_m t_m?

I would like to treat the excitation operators τ_m as elements of an abstract algebra, known only through their relations, and not as strings of creation and annihilation operators. There are finitely many of them, they are nilpotent and commute pairwise, and each shifts the energy of the Fock operator F by a number D_m. With amplitudes t_m and T = Σ t_m τ_m, the orbital-energy term of the coupled-cluster amplitude equations should then be exactly D_m t_m, with no higher powers of the amplitudes. Can this be made rigorous and checked by machine?

## The expansion stops after one commutator

Yes. Write [X, Y] = XY − YX. By linearity,

[F, T] = Σ t_m [F, τ_m] = Σ D_m t_m τ_m =: S.

Both S and T are combinations of the commuting τ_m, so ST = TS. T is also nilpotent: if x and y commute and xᵖ = y^q = 0 with p, q ≥ 1, every term of the binomial expansion of (x + y)^(p+q−1) contains xᵖ or y^q. Adding the excitations one at a time gives the claim, and exp(T) is a finite sum.

Next, for k ≥ 0,

F T^(k+1) = T^(k+1) F + (k+1) T^k S.

The case k = 0 is FT = TF + S. Multiplying the formula by T on the right gives the next case:

F T^(k+2) = T^(k+1) (TF + S) + (k+1) T^k S T = T^(k+2) F + (k+2) T^(k+1) S.

Dividing the formula for k by (k+1)!, summing over k and adding the zeroth term F gives

F exp(T) = exp(T) F + exp(T) S.

Multiplication by exp(−T) on the left leaves F + S.

Now let H = F + V, and let ω be a linear functional on the operators with ω(F) = 0 and ω(τ_n) = 1 for n = m, 0 otherwise. The residual is

r_m = ω(exp(−T) H exp(T)) = D_m t_m + ω(exp(−T) V exp(T)).

If D_m ≠ 0, then r_m = 0 exactly when

t_m = −ω(exp(−T) V exp(T)) / D_m.

This is the fixed-point form behind the solver update t_m − r_m/D_m, for an F with sharp excitation energies; the right-hand side still depends on the amplitudes, and convergence is a separate question.

For one occupied orbital at energy −1, one virtual orbital at 2 and t = 0.1, we have D = 3. With the occupied orbital first,

F = [[−1, 0], [0, 2]], T = [[0, 0], [0.1, 0]],

exp(−T) F exp(T) = [[−1, 0], [0.3, 2]].

The new entry is D t = 0.3.

Commutativity matters. Let E_ij be the 3×3 matrix unit, F = diag(0, 1, 3), τ₁ = E₂₁ and τ₂ = E₃₂, so D₁ = 1 and D₂ = 2. For t₁ = t₂ = 1, S = E₂₁ + 2E₃₂ and [S, T] = E₃₁, so the transformed operator is F + S + ½E₃₁.

In Lean 4 with Mathlib:

```lean
import Mathlib

open Finset

namespace CoupledClusterOrbitalEnergy

noncomputable section

variable {𝕜 A ι : Type*} [Field 𝕜] [Ring A] [Algebra 𝕜 A] [Fintype ι]

/-- The cluster operator `T = ∑ t_m τ_m` with amplitudes `t` and excitation operators `τ`. -/
def clusterOp (t : ι → 𝕜) (τ : ι → A) : A := ∑ m, t m • τ m

/-- Excitation energies add: if `x` and `y` shift the energy of `F` by `a` and `b`,
their product shifts it by `a + b`. -/
theorem excitation_energy_add {F x y : A} {a b : 𝕜}
    (hx : F * x - x * F = a • x) (hy : F * y - y * F = b • y) :
    F * (x * y) - x * y * F = (a + b) • (x * y) := by
  calc F * (x * y) - x * y * F = (F * x - x * F) * y + x * (F * y - y * F) := by
        noncomm_ring
    _ = (a + b) • (x * y) := by
        rw [hx, hy, smul_mul_assoc, mul_smul_comm, add_smul]

/-- Two cluster operators built from the same commuting excitations commute. -/
theorem clusterOp_commute {τ : ι → A} (hc : ∀ m n, Commute (τ m) (τ n)) (s t : ι → 𝕜) :
    Commute (clusterOp s τ) (clusterOp t τ) := by
  unfold clusterOp
  exact Commute.sum_left _ _ _ fun i _ => Commute.sum_right _ _ _ fun j _ =>
    ((hc i j).smul_left _).smul_right _

/-- A cluster operator built from commuting nilpotent excitations is nilpotent. -/
theorem clusterOp_nilpotent {τ : ι → A} (hc : ∀ m n, Commute (τ m) (τ n))
    (hn : ∀ m, IsNilpotent (τ m)) (t : ι → 𝕜) : IsNilpotent (clusterOp t τ) := by
  classical
  unfold clusterOp
  induction (Finset.univ : Finset ι) using Finset.induction_on with
  | empty => exact ⟨1, by simp⟩
  | insert a s ha ih =>
    rw [Finset.sum_insert ha]
    refine Commute.isNilpotent_add ?_ ?_ ih
    · exact Commute.sum_right _ _ _ fun j _ => ((hc a j).smul_left _).smul_right _
    · obtain ⟨k, hk⟩ := hn a
      exact ⟨k, by rw [smul_pow, hk, smul_zero]⟩

/-- The commutator of `F` with the cluster operator multiplies each amplitude by its
excitation energy. -/
theorem commutator_clusterOp {F : A} {τ : ι → A} {D : ι → 𝕜}
    (hF : ∀ m, F * τ m - τ m * F = D m • τ m) (t : ι → 𝕜) :
    F * clusterOp t τ - clusterOp t τ * F = clusterOp (fun m => D m * t m) τ := by
  simp only [clusterOp, Finset.mul_sum, Finset.sum_mul]
  rw [← Finset.sum_sub_distrib]
  refine Finset.sum_congr rfl fun m _ => ?_
  rw [mul_smul_comm, smul_mul_assoc, ← smul_sub, hF m, smul_smul, mul_comm (t m)]

variable [Algebra ℚ A]

/-- The similarity-transformed operator `exp(-T) X exp(T)`, with the finite exponential
series of a nilpotent `T`. -/
def similarity (X T : A) : A := IsNilpotent.exp (-T) * X * IsNilpotent.exp T

/-- If `[F, T] = S` commutes with `T`, then `F` passes through a power of `T` at the cost of
one term linear in `S`. -/
theorem mul_pow_of_commutator {F T S : A} (h : F * T - T * F = S) (hS : Commute T S) (k : ℕ) :
    F * T ^ (k + 1) = T ^ (k + 1) * F + ((k : ℚ) + 1) • (T ^ k * S) := by
  have h1 : F * T = T * F + S := sub_eq_iff_eq_add'.mp h
  induction k with
  | zero => simpa using h1
  | succ k ih =>
    calc F * T ^ (k + 1 + 1) = (F * T ^ (k + 1)) * T := by
          rw [pow_succ T (k + 1), mul_assoc]
      _ = T ^ (k + 1) * (F * T) + ((k : ℚ) + 1) • (T ^ k * (S * T)) := by
          rw [ih, add_mul, smul_mul_assoc, mul_assoc, mul_assoc]
      _ = T ^ (k + 1) * (T * F + S) + ((k : ℚ) + 1) • (T ^ (k + 1) * S) := by
          rw [h1, ← hS.eq, ← mul_assoc (T ^ k) T S, ← pow_succ]
      _ = T ^ (k + 1 + 1) * F + (((k + 1 : ℕ) : ℚ) + 1) • (T ^ (k + 1) * S) := by
          rw [mul_add, ← mul_assoc, ← pow_succ]
          push_cast
          module

/-- If `T` is nilpotent and commutes with `S = [F, T]`, the expansion of `exp(-T) F exp(T)`
stops after the first commutator. -/
theorem similarity_of_commutator {F T S : A} (hT : IsNilpotent T)
    (h : F * T - T * F = S) (hS : Commute T S) : similarity F T = F + S := by
  have hT' := hT
  obtain ⟨N, hN⟩ := hT'
  have e1 := IsNilpotent.exp_eq_sum hN
  have hl : IsNilpotent.exp T
      = ∑ i ∈ range N, ((i + 1).factorial : ℚ)⁻¹ • T ^ (i + 1) + 1 := by
    have hN1 : T ^ (N + 1) = 0 := by rw [pow_succ, hN, zero_mul]
    rw [IsNilpotent.exp_eq_sum hN1, Finset.sum_range_succ']
    simp
  -- each term of the series produces the preceding term times `S`
  have step : ∀ i : ℕ, F * (((i + 1).factorial : ℚ)⁻¹ • T ^ (i + 1))
      = ((i + 1).factorial : ℚ)⁻¹ • T ^ (i + 1) * F + (i.factorial : ℚ)⁻¹ • T ^ i * S := by
    intro i
    have hc : ((i + 1).factorial : ℚ)⁻¹ * ((i : ℚ) + 1) = (i.factorial : ℚ)⁻¹ := by
      have h1 : (i.factorial : ℚ) ≠ 0 := by exact_mod_cast Nat.factorial_ne_zero i
      have h2 : (i : ℚ) + 1 ≠ 0 := by positivity
      rw [Nat.factorial_succ]
      push_cast
      field_simp
    rw [mul_smul_comm, mul_pow_of_commutator h hS, smul_add, smul_smul, hc,
      smul_mul_assoc, smul_mul_assoc]
  have key : F * IsNilpotent.exp T = IsNilpotent.exp T * F + IsNilpotent.exp T * S := by
    calc F * IsNilpotent.exp T
        = ∑ i ∈ range N, F * (((i + 1).factorial : ℚ)⁻¹ • T ^ (i + 1)) + F := by
          rw [hl, mul_add, mul_one, Finset.mul_sum]
      _ = (∑ i ∈ range N, ((i + 1).factorial : ℚ)⁻¹ • T ^ (i + 1) + 1) * F
          + (∑ i ∈ range N, (i.factorial : ℚ)⁻¹ • T ^ i) * S := by
          rw [Finset.sum_congr rfl fun i _ => step i, Finset.sum_add_distrib, add_mul,
            one_mul, Finset.sum_mul, Finset.sum_mul]
          abel
      _ = IsNilpotent.exp T * F + IsNilpotent.exp T * S := by rw [← hl, ← e1]
  unfold similarity
  rw [mul_assoc, key, ← mul_add, ← mul_assoc, IsNilpotent.exp_neg_mul_exp_self hT, one_mul]

variable {F : A} {τ : ι → A} {D : ι → 𝕜}

/-- The similarity-transformed Fock operator is `F` plus the sum of all excitations, each
weighted by its excitation energy times its amplitude. -/
theorem similarity_fock (hc : ∀ m n, Commute (τ m) (τ n)) (hn : ∀ m, IsNilpotent (τ m))
    (hF : ∀ m, F * τ m - τ m * F = D m • τ m) (t : ι → 𝕜) :
    similarity F (clusterOp t τ) = F + ∑ m, (D m * t m) • τ m :=
  similarity_of_commutator (clusterOp_nilpotent hc hn t) (commutator_clusterOp hF t)
    (clusterOp_commute hc t _)

/-- For `H = F + V`, the residual projected by `ω` on excitation `m` is `D_m t_m` plus the
projection of the transformed perturbation. -/
theorem amplitude_residual [DecidableEq ι] (hc : ∀ m n, Commute (τ m) (τ n))
    (hn : ∀ m, IsNilpotent (τ m)) (hF : ∀ m, F * τ m - τ m * F = D m • τ m)
    (t : ι → 𝕜) (V : A) (m : ι) (ω : A →ₗ[𝕜] 𝕜) (hω : ω F = 0)
    (hωτ : ∀ n, ω (τ n) = if n = m then 1 else 0) :
    ω (similarity (F + V) (clusterOp t τ))
      = D m * t m + ω (similarity V (clusterOp t τ)) := by
  have hadd : similarity (F + V) (clusterOp t τ)
      = similarity F (clusterOp t τ) + similarity V (clusterOp t τ) := by
    simp only [similarity, mul_add, add_mul]
  rw [hadd, map_add, similarity_fock hc hn hF, map_add, hω, zero_add]
  simp [hωτ]

/-- For `D_m ≠ 0`, the amplitude equation for excitation `m` holds exactly when `t_m` is minus
the projected transformed perturbation divided by `D_m`. -/
theorem amplitude_equation_iff [DecidableEq ι] (hc : ∀ m n, Commute (τ m) (τ n))
    (hn : ∀ m, IsNilpotent (τ m)) (hF : ∀ m, F * τ m - τ m * F = D m • τ m)
    (t : ι → 𝕜) (V : A) (m : ι) (hD : D m ≠ 0) (ω : A →ₗ[𝕜] 𝕜) (hω : ω F = 0)
    (hωτ : ∀ n, ω (τ n) = if n = m then 1 else 0) :
    ω (similarity (F + V) (clusterOp t τ)) = 0
      ↔ t m = -ω (similarity V (clusterOp t τ)) / D m := by
  rw [amplitude_residual hc hn hF t V m ω hω hωτ, eq_div_iff hD]
  constructor <;> intro h <;> linear_combination h

/-- The one-particle matrix that moves an electron from occupied orbital `m.1` to virtual
orbital `m.2`. -/
def singleExcitation {O V : Type*} [DecidableEq O] [DecidableEq V] (m : O × V) :
    Matrix (O ⊕ V) (O ⊕ V) ℝ :=
  Matrix.of fun p q => if p = Sum.inr m.2 ∧ q = Sum.inl m.1 then 1 else 0

/-- Single excitations and a diagonal Fock matrix with orbital energies `ε` satisfy the
commutation, nilpotency and energy relations, with `D = ε_virtual - ε_occupied`; the
virtual-occupied matrix elements vanish on the Fock matrix and are dual to the excitations. -/
theorem similarity_fock_witness {O V : Type*} [Fintype O] [Fintype V] [DecidableEq O]
    [DecidableEq V] (ε : O ⊕ V → ℝ) :
    (∀ m n : O × V, Commute (singleExcitation m) (singleExcitation n)) ∧
    (∀ m : O × V, IsNilpotent (singleExcitation m)) ∧
    (∀ m : O × V, Matrix.diagonal ε * singleExcitation m - singleExcitation m * Matrix.diagonal ε
      = (ε (Sum.inr m.2) - ε (Sum.inl m.1)) • singleExcitation m) ∧
    (∀ m : O × V, Matrix.diagonal ε (Sum.inr m.2) (Sum.inl m.1) = 0) ∧
    (∀ m n : O × V, singleExcitation n (Sum.inr m.2) (Sum.inl m.1) = if n = m then 1 else 0) := by
  -- no orbital is both occupied and virtual, so all products vanish
  have hz : ∀ m n : O × V, singleExcitation m * singleExcitation n = 0 := by
    intro m n
    ext p q
    rw [Matrix.mul_apply]
    apply Finset.sum_eq_zero
    rintro (x | x) _ <;> simp [singleExcitation]
  refine ⟨fun m n => (hz m n).trans (hz n m).symm, fun m => ⟨2, by rw [pow_two, hz]⟩,
    fun m => ?_, fun m => by simp, fun m n => ?_⟩
  · ext p q
    simp only [Matrix.sub_apply, Matrix.diagonal_mul, Matrix.mul_diagonal, Matrix.smul_apply,
      smul_eq_mul, singleExcitation, Matrix.of_apply]
    split_ifs with h
    · obtain ⟨rfl, rfl⟩ := h
      ring
    · ring
  · by_cases h : n = m
    · subst h
      simp [singleExcitation]
    · rw [if_neg h]
      simp only [singleExcitation, Matrix.of_apply]
      rw [if_neg]
      rintro ⟨h1, h2⟩
      exact h (Prod.ext (Sum.inl.inj h2).symm (Sum.inr.inj h1).symm)

end

end CoupledClusterOrbitalEnergy
```

```lean
#print axioms CoupledClusterOrbitalEnergy.excitation_energy_add
#print axioms CoupledClusterOrbitalEnergy.similarity_of_commutator
#print axioms CoupledClusterOrbitalEnergy.amplitude_equation_iff
```

```
'CoupledClusterOrbitalEnergy.excitation_energy_add' depends on axioms: [propext, Quot.sound]
'CoupledClusterOrbitalEnergy.similarity_of_commutator' depends on axioms: [propext, Classical.choice, Quot.sound]
'CoupledClusterOrbitalEnergy.amplitude_equation_iff' depends on axioms: [propext, Classical.choice, Quot.sound]
```

In the code, `A` is the operator algebra, `𝕜` the field of amplitudes and `ι` the finite set of excitation labels. `clusterOp t τ` is T, and `similarity X T` is exp(−T) X exp(T) with the finite exponential; the rational action on `A` supplies the factors 1/k!. The main statement is `similarity_fock`. Its hypothesis `hF` stands for orbitals that diagonalise F, with D_m the virtual minus the occupied orbital energies. It is assumed, not derived from fermionic anticommutation rules. The functional `ω` plays the part of ⟨Φ_m| · |Φ₀⟩, the matrix element between the reference and an excited determinant.

`commutator_clusterOp`, `clusterOp_commute` and `clusterOp_nilpotent` supply S, ST = TS and the finite series. `mul_pow_of_commutator` is the induction on k. In `similarity_of_commutator`, `step` divides by the factorial, `key` sums the series, and the last line cancels the exponentials. `amplitude_residual` applies `ω`, and `amplitude_equation_iff` solves for t_m.

`excitation_energy_add` uses [F, xy] = [F, x]y + x[F, y] to show that energies add for products, as for double excitations. `similarity_fock_witness` verifies the assumed relations for single excitations as real one-particle matrices with diagonal F, for any finite numbers of occupied and virtual orbitals. All products of these excitations vanish, so this example does not model many-electron Fock space.
